# Pseudo-charges (1 − r²)^N with equal nonzero total charge: one exterior potential, a different central potential for each N

Take a charge density proportional to (1 − r²)^N in the unit ball, with N = 0, 1, 2, … and the prefactor chosen to give total charge Q. In Gaussian units its potential is Q/r for every r > 1, whatever N is. At the centre the potential is Q·C_N, where

C_N = ∫₀¹ s(1 − s²)^N ds / ∫₀¹ s²(1 − s²)^N ds

C_(N+1) = C_N · (2N + 5)/(2N + 4)

The factor exceeds 1, so C_N strictly increases. For Q ≠ 0, two different exponents therefore give the same potential outside the ball and different potentials at its centre. There is also a lower bound,

C_N² ≥ 9(N + 2)/8

so for fixed Q ≠ 0 the magnitude of the central potential grows without limit as N increases.

## The potential inside a muffin-tin sphere

In Weinert's method, an LAPW code replaces the charge in each muffin-tin sphere by a smooth pseudo-charge with the same multipole moments. The smooth density has a manageable Fourier series, from which the code obtains the interstitial potential. Inside the sphere it then solves Poisson's equation again with the true density, taking boundary values from the interstitial solution.

For a single isolated sphere and its monopole term, the result shows what that second solve replaces. The pseudo-charge potential is independent of N outside, but its value at the centre reflects the chosen exponent. A code that kept this value as the physical potential would carry a numerical parameter into its answer. The first values, C₀ = 3/2, C₁ = 15/8 and C₂ = 35/16, can serve as reference data for a radial Poisson solver.

## From the Coulomb integral to the recursion

Write J_N for the numerator of C_N and I_N for its denominator. The density at radius s ≤ 1 is

ρ_N(s) = Q/(4π I_N) · (1 − s²)^N

and its total charge is 4π ∫₀¹ s² ρ_N(s) ds = Q.

Let A(r, s) be the average of 1/distance between a point at radius r and a sphere of radius s. With t the cosine of the polar angle,

A(r, s) = ½ ∫₋₁¹ dt / √(r² + s² − 2rst)

V_N(r) = 4π ∫₀¹ s² ρ_N(s) A(r, s) ds

**Outside the ball.** For 0 < s < r, the function −√(r² + s² − 2rst)/(rs) has t-derivative 1/√(r² + s² − 2rst). The square root equals r − s at t = 1 and r + s at t = −1, so

A(r, s) = ½ · [(r + s) − (r − s)]/(rs) = 1/r

If r > 1, this holds for every source radius 0 < s ≤ 1. The factor 1/r leaves the integral, and V_N(r) = Q/r.

**At the centre.** Every point of the source sphere is at distance s, so A(0, s) = 1/s and

V_N(0) = (Q/I_N) ∫₀¹ s(1 − s²)^N ds = Q J_N/I_N = Q C_N

**The two integrals.** Since −(1 − s²)^(N+1)/(2(N + 1)) has derivative s(1 − s²)^N,

J_N = 1/(2(N + 1))

For I_N, differentiate s³(1 − s²)^(N+1):

3s²(1 − s²)^(N+1) − (2N + 2)s⁴(1 − s²)^N

Substituting s⁴ = s² − s²(1 − s²) turns this into

(2N + 5)s²(1 − s²)^(N+1) − (2N + 2)s²(1 − s²)^N

The differentiated function vanishes at s = 0 and s = 1, so integration gives

(2N + 5) I_(N+1) = (2N + 2) I_N

With I₀ = 1/3, all the I_N are positive. Dividing the two results,

C_(N+1)/C_N = (J_(N+1)/J_N) · (I_N/I_(N+1)) = (N + 1)/(N + 2) · (2N + 5)/(2N + 2) = (2N + 5)/(2N + 4)

**The lower bound.** At N = 0 it is an equality, C₀² = 9/4. For the step from N to N + 1 it is enough that

((2N + 5)/(2N + 4))² ≥ (N + 3)/(N + 2)

After clearing denominators this reads (2N + 5)² ≥ 4(N + 2)(N + 3), and the left side is larger by exactly 1.

## The Lean file and its correspondence with the derivation

```lean
import Mathlib

open Real

namespace WeinertPseudoCharge

noncomputable section

/-- The radial charge integral `∫₀¹ s² (1 - s²)^N ds` of the unnormalized pseudo-charge. -/
def radialCharge (N : ℕ) : ℝ := ∫ s in (0:ℝ)..1, s ^ 2 * (1 - s ^ 2) ^ N

/-- The pseudo-charge density at radius `0 ≤ s ≤ 1` in the unit ball, proportional to
`(1 - s²)^N`, with the prefactor meant to give total charge `Q`. -/
def pseudoDensity (Q : ℝ) (N : ℕ) (s : ℝ) : ℝ :=
  Q / (4 * π * radialCharge N) * (1 - s ^ 2) ^ N

/-- The average of 1/distance between a point at radius `r ≥ 0` and a sphere of radius `s > 0`,
with `t` the cosine of the polar angle; the integrand is singular only where the point
lies on the sphere. -/
def meanInverseDistance (r s : ℝ) : ℝ :=
  1 / 2 * ∫ t in (-1:ℝ)..1, 1 / √(r ^ 2 + s ^ 2 - 2 * r * s * t)

/-- The Coulomb potential (Gaussian units) at radius `r ≥ 0` of a spherical charge density `ρ`
in the unit ball. -/
def coulombPotential (ρ : ℝ → ℝ) (r : ℝ) : ℝ :=
  4 * π * ∫ s in (0:ℝ)..1, s ^ 2 * ρ s * meanInverseDistance r s

/-- The ratio `C_N` of the integrals of `s (1 - s²)^N` and `s² (1 - s²)^N` over the unit
interval. -/
def centralRatio (N : ℕ) : ℝ :=
  (∫ s in (0:ℝ)..1, s * (1 - s ^ 2) ^ N) / radialCharge N

/-- Shell theorem: seen from a point outside a sphere of radius `s > 0`, the average
inverse distance is the inverse distance `1/r` to the centre. -/
theorem meanInverseDistance_outside {r s : ℝ} (hs : 0 < s) (hsr : s < r) :
    meanInverseDistance r s = 1 / r := by
  have hr : 0 < r := hs.trans hsr
  -- the squared distance never vanishes
  have hq : ∀ t ∈ Set.uIcc (-1:ℝ) 1, 0 < r ^ 2 + s ^ 2 - 2 * r * s * t := by
    intro t ht
    rw [Set.uIcc_of_le (by norm_num)] at ht
    have h1 : 0 ≤ r * s * (1 - t) := mul_nonneg (mul_pos hr hs).le (by linarith [ht.2])
    have h2 : 0 < (r - s) ^ 2 := pow_pos (by linarith) 2
    nlinarith
  have key : ∀ w : ℝ, w ≠ 0 → -(-(2 * r * s) / (2 * w)) / (r * s) = 1 / w := by
    intro w hw
    field_simp
  -- the distance itself supplies the antiderivative
  have hd : ∀ t ∈ Set.uIcc (-1:ℝ) 1,
      HasDerivAt (fun t : ℝ => -√(r ^ 2 + s ^ 2 - 2 * r * s * t) / (r * s))
        (1 / √(r ^ 2 + s ^ 2 - 2 * r * s * t)) t := by
    intro t ht
    have h1 : HasDerivAt (fun t : ℝ => r ^ 2 + s ^ 2 - 2 * r * s * t) (-(2 * r * s)) t := by
      simpa using ((hasDerivAt_id' t).const_mul (2 * r * s)).const_sub (r ^ 2 + s ^ 2)
    exact ((h1.sqrt (hq t ht).ne').fun_neg.div_const (r * s)).congr_deriv
      (key _ (Real.sqrt_pos.2 (hq t ht)).ne')
  have hc : ContinuousOn (fun t : ℝ => 1 / √(r ^ 2 + s ^ 2 - 2 * r * s * t))
      (Set.uIcc (-1:ℝ) 1) :=
    ContinuousOn.div continuousOn_const (by fun_prop)
      (fun t ht => (Real.sqrt_pos.2 (hq t ht)).ne')
  have e1 : √(r ^ 2 + s ^ 2 - 2 * r * s * 1) = r - s := by
    rw [show r ^ 2 + s ^ 2 - 2 * r * s * 1 = (r - s) ^ 2 by ring]
    exact Real.sqrt_sq (by linarith)
  have e2 : √(r ^ 2 + s ^ 2 - 2 * r * s * (-1)) = r + s := by
    rw [show r ^ 2 + s ^ 2 - 2 * r * s * (-1) = (r + s) ^ 2 by ring]
    exact Real.sqrt_sq (by linarith)
  rw [meanInverseDistance,
    intervalIntegral.integral_eq_sub_of_hasDerivAt hd hc.intervalIntegrable, e1, e2]
  field_simp
  ring

/-- The integral of `s (1 - s²)^N` over the unit interval is `1 / (2 (N + 1))`. -/
theorem first_moment (N : ℕ) :
    ∫ s in (0:ℝ)..1, s * (1 - s ^ 2) ^ N = 1 / (2 * ((N:ℝ) + 1)) := by
  have hN : (N:ℝ) + 1 ≠ 0 := by positivity
  have hd : ∀ s : ℝ, HasDerivAt (fun s : ℝ => -(1 - s ^ 2) ^ (N + 1) / (2 * ((N:ℝ) + 1)))
      (s * (1 - s ^ 2) ^ N) s := by
    intro s
    have h1 : HasDerivAt (fun s : ℝ => 1 - s ^ 2) (-(2 * s)) s := by
      simpa using (hasDerivAt_pow 2 s).const_sub 1
    refine ((h1.fun_pow (N + 1)).fun_neg.div_const (2 * ((N:ℝ) + 1))).congr_deriv ?_
    rw [div_eq_iff (by positivity)]
    simp only [Nat.add_sub_cancel]
    push_cast
    ring
  rw [intervalIntegral.integral_eq_sub_of_hasDerivAt (fun s _ => hd s)
    (Continuous.intervalIntegrable (by fun_prop) _ _)]
  simp [neg_div]

/-- Integration by parts links the radial charge integrals of successive exponents. -/
theorem radialCharge_succ (N : ℕ) :
    (2 * (N:ℝ) + 5) * radialCharge (N + 1) = (2 * (N:ℝ) + 2) * radialCharge N := by
  have hd : ∀ s : ℝ, HasDerivAt (fun s : ℝ => s ^ 3 * (1 - s ^ 2) ^ (N + 1))
      ((2 * (N:ℝ) + 5) * (s ^ 2 * (1 - s ^ 2) ^ (N + 1))
        - (2 * (N:ℝ) + 2) * (s ^ 2 * (1 - s ^ 2) ^ N)) s := by
    intro s
    have h1 : HasDerivAt (fun s : ℝ => 1 - s ^ 2) (-(2 * s)) s := by
      simpa using (hasDerivAt_pow 2 s).const_sub 1
    refine ((hasDerivAt_pow 3 s).fun_mul (h1.fun_pow (N + 1))).congr_deriv ?_
    simp only [Nat.add_sub_cancel, Nat.reduceSub]
    push_cast
    ring
  have hi : ∀ (c : ℝ) (k : ℕ), IntervalIntegrable
      (fun s : ℝ => c * (s ^ 2 * (1 - s ^ 2) ^ k)) MeasureTheory.volume 0 1 :=
    fun c k => Continuous.intervalIntegrable (by fun_prop) _ _
  -- the boundary terms vanish at the centre and at the sphere
  have key := intervalIntegral.integral_eq_sub_of_hasDerivAt (a := 0) (b := 1)
    (fun s _ => hd s) ((hi _ _).sub (hi _ _))
  rw [intervalIntegral.integral_sub (hi _ _) (hi _ _), intervalIntegral.integral_const_mul,
    intervalIntegral.integral_const_mul] at key
  have hz : (1:ℝ) ^ 3 * (1 - 1 ^ 2) ^ (N + 1) - 0 ^ 3 * (1 - 0 ^ 2) ^ (N + 1) = 0 := by simp
  exact sub_eq_zero.1 (key.trans hz)

/-- The radial charge integral is positive for every exponent. -/
theorem radialCharge_pos (N : ℕ) : 0 < radialCharge N := by
  induction N with
  | zero => norm_num [radialCharge, integral_pow]
  | succ n ih =>
    have h : 0 < (2 * (n:ℝ) + 5) * radialCharge (n + 1) := by
      rw [radialCharge_succ]
      exact mul_pos (by positivity) ih
    exact (mul_pos_iff_of_pos_left (by positivity)).1 h

/-- Raising the exponent by one multiplies `C_N` by `(2N + 5)/(2N + 4)`. -/
theorem centralRatio_succ (N : ℕ) :
    centralRatio (N + 1) = centralRatio N * ((2 * (N:ℝ) + 5) / (2 * (N:ℝ) + 4)) := by
  have hM := radialCharge_pos N
  have h : radialCharge (N + 1) = (2 * (N:ℝ) + 2) * radialCharge N / (2 * (N:ℝ) + 5) := by
    rw [eq_div_iff (by positivity)]
    linarith [radialCharge_succ N]
  rw [centralRatio, centralRatio, first_moment, first_moment, h]
  push_cast
  field_simp
  ring

/-- `C_N` strictly increases with the exponent `N`. -/
theorem centralRatio_strictMono : StrictMono centralRatio := by
  refine strictMono_nat_of_lt_succ fun N => ?_
  have hpos : 0 < centralRatio N :=
    div_pos (by rw [first_moment]; positivity) (radialCharge_pos N)
  rw [centralRatio_succ]
  exact lt_mul_of_one_lt_right hpos (by rw [one_lt_div (by positivity)]; linarith)

/-- `C_N` grows at least like the square root of `N`: its square is at least `9 (N + 2)/8`. -/
theorem centralRatio_sq_ge (N : ℕ) : 9 / 8 * ((N:ℝ) + 2) ≤ centralRatio N ^ 2 := by
  induction N with
  | zero =>
    have h : radialCharge 0 = 1 / 3 := by norm_num [radialCharge, integral_pow]
    rw [centralRatio, first_moment, h]
    norm_num
  | succ n ih =>
    calc 9 / 8 * (((n + 1 : ℕ) : ℝ) + 2)
        ≤ 9 / 8 * ((n:ℝ) + 2) * ((2 * (n:ℝ) + 5) / (2 * (n:ℝ) + 4)) ^ 2 := by
          rw [div_pow, ← mul_div_assoc, le_div_iff₀ (by positivity)]
          push_cast
          nlinarith
      _ ≤ centralRatio n ^ 2 * ((2 * (n:ℝ) + 5) / (2 * (n:ℝ) + 4)) ^ 2 :=
          mul_le_mul_of_nonneg_right ih (by positivity)
      _ = centralRatio (n + 1) ^ 2 := by rw [centralRatio_succ, mul_pow]

/-- The pseudo-charge density integrates to the total charge `Q` for every exponent. -/
theorem total_charge (Q : ℝ) (N : ℕ) :
    4 * π * ∫ s in (0:ℝ)..1, s ^ 2 * pseudoDensity Q N s = Q := by
  have hM := radialCharge_pos N
  have h : ∫ s in (0:ℝ)..1, s ^ 2 * pseudoDensity Q N s
      = Q / (4 * π * radialCharge N) * radialCharge N :=
    (intervalIntegral.integral_congr (fun s _ => by simp only [pseudoDensity]; ring)).trans
      (intervalIntegral.integral_const_mul (Q / (4 * π * radialCharge N))
        (fun s : ℝ => s ^ 2 * (1 - s ^ 2) ^ N))
  rw [h]
  field_simp

/-- Outside the unit ball the pseudo-charge has the potential `Q/r` of a point charge. -/
theorem exterior_potential (Q : ℝ) (N : ℕ) {r : ℝ} (hr : 1 < r) :
    coulombPotential (pseudoDensity Q N) r = Q / r := by
  have h : ∫ s in (0:ℝ)..1, s ^ 2 * pseudoDensity Q N s * meanInverseDistance r s
      = ∫ s in (0:ℝ)..1, 1 / r * (s ^ 2 * pseudoDensity Q N s) := by
    refine intervalIntegral.integral_congr fun s hs => ?_
    rw [Set.uIcc_of_le zero_le_one] at hs
    rcases hs.1.eq_or_lt with h0 | h0
    · simp [← h0]
    · simp only [meanInverseDistance_outside h0 (hs.2.trans_lt hr)]
      ring
  rw [coulombPotential, h, intervalIntegral.integral_const_mul]
  linear_combination (1 / r) * total_charge Q N

/-- The potential at the centre of the pseudo-charge is `Q C_N`. -/
theorem central_potential (Q : ℝ) (N : ℕ) :
    coulombPotential (pseudoDensity Q N) 0 = Q * centralRatio N := by
  have hM := radialCharge_pos N
  have h : ∫ s in (0:ℝ)..1, s ^ 2 * pseudoDensity Q N s * meanInverseDistance 0 s
      = ∫ s in (0:ℝ)..1, Q / (4 * π * radialCharge N) * (s * (1 - s ^ 2) ^ N) := by
    refine intervalIntegral.integral_congr fun s hs => ?_
    rw [Set.uIcc_of_le zero_le_one] at hs
    rcases hs.1.eq_or_lt with h0 | h0
    · simp [← h0]
    · -- every point of the sphere is at distance s from the centre
      have hq : ∀ t : ℝ, (0:ℝ) ^ 2 + s ^ 2 - 2 * 0 * s * t = s ^ 2 := by
        intro t
        ring
      have hk : meanInverseDistance 0 s = 1 / s := by
        simp only [meanInverseDistance, hq, Real.sqrt_sq h0.le,
          intervalIntegral.integral_const, smul_eq_mul]
        ring
      simp only [hk, pseudoDensity]
      field_simp
  have key : ∀ m : ℝ, 4 * π * (Q / (4 * π * radialCharge N) * m)
      = Q * (m / radialCharge N) := by
    intro m
    field_simp
  rw [coulombPotential, h, intervalIntegral.integral_const_mul, key, centralRatio]

/-- Two pseudo-charges with the same total charge `Q ≠ 0` and different exponents have equal
potentials everywhere outside the unit ball but different potentials at its centre. -/
theorem same_outside_different_inside {Q : ℝ} (hQ : Q ≠ 0) {M N : ℕ} (hMN : M ≠ N) :
    (∀ r : ℝ, 1 < r → coulombPotential (pseudoDensity Q M) r
      = coulombPotential (pseudoDensity Q N) r) ∧
    coulombPotential (pseudoDensity Q M) 0 ≠ coulombPotential (pseudoDensity Q N) 0 := by
  refine ⟨fun r hr => by rw [exterior_potential Q M hr, exterior_potential Q N hr], ?_⟩
  rw [central_potential, central_potential]
  exact fun h => hMN (centralRatio_strictMono.injective (mul_left_cancel₀ hQ h))

end

end WeinertPseudoCharge
```

```lean
#print axioms WeinertPseudoCharge.centralRatio_sq_ge
#print axioms WeinertPseudoCharge.same_outside_different_inside
```

```
'WeinertPseudoCharge.centralRatio_sq_ge' depends on axioms: [propext, Classical.choice, Quot.sound]
'WeinertPseudoCharge.same_outside_different_inside' depends on axioms: [propext, Classical.choice, Quot.sound]
```

The definitions follow the formulas above. `radialCharge N` is I_N, `centralRatio N` is C_N, `pseudoDensity Q N` is ρ_N, `meanInverseDistance r s` is A(r, s), and `coulombPotential ρ r` is the potential of a radial density ρ. The charge `Q` is any real number and the exponent `N` any natural number, including zero. The formula in `pseudoDensity` has no cutoff of its own; the integration limits 0 and 1 confine the charge to the ball.

The final theorem, `same_outside_different_inside`, takes `Q ≠ 0` and two exponents `M ≠ N`. It concludes that the potentials agree at every `r` with `1 < r` and differ at `0`. The condition on `Q` excludes a pseudo-charge that is zero everywhere, for which both potentials vanish.

The proof has three parts:

- **Electrostatics.** `meanInverseDistance_outside` first shows that the squared distance is positive, which makes the integrand continuous, and then applies the fundamental theorem of calculus to the antiderivative above. `total_charge` checks the normalization. `exterior_potential` and `central_potential` rewrite the integrand pointwise, using the values of A(r, s) for s > 0; at s = 0, which is treated separately, the factor s² makes both integrands zero.
- **Integrals and ratio.** `first_moment` evaluates J_N. `radialCharge_succ` integrates the derivative of s³(1 − s²)^(N+1), and `radialCharge_pos` obtains positivity by induction. `centralRatio_succ` combines them, `centralRatio_strictMono` uses the fact that the factor exceeds 1, and `centralRatio_sq_ge` proves the lower bound by induction.
- **Conclusion.** Equality outside comes from applying `exterior_potential` twice. At the centre, equal potentials would give equal values of C_N after cancelling Q, and strict growth would then force `M = N`.

## An isolated monopole, evaluated outside the ball and at its centre

The potential is defined by the Coulomb integral, already reduced to a radial and a polar integration for a spherical density. The exterior form Q/r is therefore derived, not assumed. That the integral solves Poisson's equation is left to ordinary electrostatics.

The theorems concern one spherically symmetric charge in a ball of radius 1. Weinert's method also treats higher multipoles, other sphere radii and a periodic crystal, with its neutrality condition and its choice of average potential. None of these enters the model, and neither does the Fourier representation, so the result gives no guidance on which N converges fastest with the plane-wave cutoff.

Inside the ball, the comparison is made only at r = 0. The theorems do not say how the potentials compare at other interior radii, and the exterior statement begins strictly beyond r = 1.

All quantities are real numbers and all integrals are exact. Quadrature error, rounding and the correctness of a particular implementation have to be tested separately.
